# Rounding 1 + x need not spoil log(1 + x): error bounds for x ≥ 0

In double precision, take $x=10^{-15}$ and evaluate $\log(1+x)$ as written. The sum $1+x$ is stored as about $1+1.11\cdot10^{-15}$, and its logarithm is wrong by 11 per cent. For $x=10^{-17}$ the sum is stored as $1$ and the answer is $0$. The logarithm is not to blame: the digits of $x$ were lost in the addition.

Such terms occur in the grand potential of non-interacting fermions, where a single-particle state of energy $\varepsilon$ contributes $-k_BT\log(1+x)$ with $x=e^{-(\varepsilon-\mu)/k_BT}$; here $\mu$ is the chemical potential, $T$ the temperature and $k_B$ Boltzmann's constant. States many $k_BT$ above $\mu$ have tiny $x$.

The remedy studied here uses the stored sum $y$ twice. It returns $x\,g(y)$, where
$$g(y)=\frac{\log y}{y-1}\quad(y\neq1),\qquad g(1)=1 .$$

## The stored sum as a real number

All quantities are real numbers, and `Real.log` is the natural logarithm. The stored sum is any real $y\ge1$, with no rounding rule prescribed. The condition $y\ge1$ stands for a rounding that preserves order and represents $1$ exactly: since $1+x\ge1$, the stored value cannot fall below $1$. Negative $x$ is excluded.

Only the rounding of the addition is modelled. The number $x$ is taken as given, the logarithm, subtraction, division and multiplication after the addition are taken without rounding, and overflow at very large $x$ is left out.

```lean
import Mathlib

open Set

namespace AccurateLogOnePlus

noncomputable section
```

The function $g$ is `logQuotient`. Its case distinction is the branch a program would take when $y=1$.

```lean
/-- The quotient `log y / (y - 1)` for `y > 0`, with the value `1` at `y = 1`. -/
def logQuotient (y : ℝ) : ℝ := if y = 1 then 1 else Real.log y / (y - 1)
```

For $y,z\ge1$, define also
$$K(y,z)=\int_0^1\frac{s}{(1+s(y-1))(1+s(z-1))}\,ds .$$
Its Lean name is `sensitivity`. It is not the usual relative condition number; part (e) shows what it measures.

```lean
/-- The integral over `s` from 0 to 1 of `s / ((1 + s (y - 1)) (1 + s (z - 1)))`,
for `y, z ≥ 1`. It measures how strongly the quotient reacts to a change of argument. -/
def sensitivity (y z : ℝ) : ℝ :=
  ∫ s in (0 : ℝ)..1, s / ((1 + s * (y - 1)) * (1 + s * (z - 1)))
```

## (a) Positive denominators

Show that for $s\ge0$ and $y\ge1$
$$1+s(y-1)>0 .$$

Both factors of $s(y-1)$ are nonnegative, so the sum is at least $1$.

```lean
/-- The denominators `1 + s (y - 1)` are positive for `s ≥ 0` and `y ≥ 1`. -/
theorem denom_pos {s y : ℝ} (hs : 0 ≤ s) (hy : 1 ≤ y) : 0 < 1 + s * (y - 1) := by
  have := mul_nonneg hs (sub_nonneg.2 hy)
  linarith
```

## (b) Integrability of the simple fraction

Show that, for $y\ge1$, the function
$$s\mapsto\frac1{1+s(y-1)}$$
is integrable on $[0,1]$.

By (a) the denominator has no zero on the interval. The function is therefore continuous there, and a continuous function on a closed bounded interval is integrable.

```lean
private lemma integrable_inv {y : ℝ} (hy : 1 ≤ y) :
    IntervalIntegrable (fun s : ℝ => 1 / (1 + s * (y - 1))) MeasureTheory.volume 0 1 := by
  apply ContinuousOn.intervalIntegrable
  rw [uIcc_of_le zero_le_one]
  exact ContinuousOn.div (by fun_prop) (by fun_prop) fun s hs => (denom_pos hs.1 hy).ne'
```

## (c) Integrability of the kernel

Show the same, for $y,z\ge1$, for the integrand of $K$:
$$s\mapsto\frac{s}{(1+s(y-1))(1+s(z-1))} .$$

The denominator is a product of two positive factors, so the argument of (b) applies again.

```lean
private lemma integrable_kernel {y z : ℝ} (hy : 1 ≤ y) (hz : 1 ≤ z) :
    IntervalIntegrable (fun s : ℝ => s / ((1 + s * (y - 1)) * (1 + s * (z - 1))))
      MeasureTheory.volume 0 1 := by
  apply ContinuousOn.intervalIntegrable
  rw [uIcc_of_le zero_le_one]
  exact ContinuousOn.div (by fun_prop) (by fun_prop) fun s hs =>
    (mul_pos (denom_pos hs.1 hy) (denom_pos hs.1 hz)).ne'
```

## (d) The quotient as an average

Show that for $y\ge1$
$$g(y)=\int_0^1\frac{ds}{1+s(y-1)} .$$

If $y=1$, the integrand is $1$ and both sides equal $1$. If $y>1$, an antiderivative in $s$ is $\log(1+s(y-1))/(y-1)$. It equals $\log y/(y-1)$ at $s=1$ and $0$ at $s=0$.

Lean splits the same two cases with `by_cases`. The statement `hd` verifies the derivative, and the fundamental theorem of calculus evaluates the integral.

```lean
/-- For `y ≥ 1` the quotient is the average of `1 / t` over the segment from 1 to `y`. -/
theorem logQuotient_eq_integral {y : ℝ} (hy : 1 ≤ y) :
    logQuotient y = ∫ s in (0 : ℝ)..1, 1 / (1 + s * (y - 1)) := by
  by_cases h : y = 1
  · subst h
    simp [logQuotient]
  · have h1 : y - 1 ≠ 0 := sub_ne_zero.2 h
    -- an antiderivative in s is log (1 + s (y - 1)) / (y - 1)
    have hd : ∀ s ∈ uIcc (0 : ℝ) 1,
        HasDerivAt (fun s : ℝ => Real.log (1 + s * (y - 1)) / (y - 1))
          (1 / (1 + s * (y - 1))) s := by
      intro s hs
      rw [uIcc_of_le zero_le_one] at hs
      have hp := (denom_pos hs.1 hy).ne'
      have hl : HasDerivAt (fun s : ℝ => 1 + s * (y - 1)) (1 * (y - 1)) s :=
        ((hasDerivAt_id s).mul_const (y - 1)).const_add 1
      refine ((hl.log hp).div_const (y - 1)).congr_deriv ?_
      rw [one_mul, div_right_comm, div_self h1]
    rw [intervalIntegral.integral_eq_sub_of_hasDerivAt hd (integrable_inv hy)]
    simp [logQuotient, h]
```

## (e) How the quotient responds to its argument

Show that for $y,z\ge1$
$$g(z)-g(y)=(y-z)\,K(y,z) .$$

Write both quotients as in (d) and subtract the integrands:
$$\frac1{1+s(z-1)}-\frac1{1+s(y-1)}=\frac{s(y-z)}{(1+s(y-1))(1+s(z-1))} .$$
Integrating over $s$ gives the claim. For $y\ne z$, $K$ is thus minus the difference quotient of $g$.

In Lean, `integral_congr` reduces the equality of integrals to this identity between integrands, and `ring` settles the numerators.

```lean
/-- For `y, z ≥ 1` the change of the quotient is the change of its argument times the
sensitivity, with a minus sign. -/
theorem logQuotient_sub {y z : ℝ} (hy : 1 ≤ y) (hz : 1 ≤ z) :
    logQuotient z - logQuotient y = (y - z) * sensitivity y z := by
  rw [logQuotient_eq_integral hy, logQuotient_eq_integral hz, sensitivity,
    ← intervalIntegral.integral_sub (integrable_inv hz) (integrable_inv hy),
    ← intervalIntegral.integral_const_mul]
  apply intervalIntegral.integral_congr
  intro s hs
  rw [uIcc_of_le zero_le_one] at hs
  have hA := (denom_pos hs.1 hy).ne'
  have hB := (denom_pos hs.1 hz).ne'
  change 1 / (1 + s * (z - 1)) - 1 / (1 + s * (y - 1)) =
    (y - z) * (s / ((1 + s * (y - 1)) * (1 + s * (z - 1))))
  rw [div_sub_div _ _ hB hA, mul_div_assoc', mul_comm (1 + s * (z - 1)) (1 + s * (y - 1))]
  congr 1
  ring
```

## (f) Bounds on the sensitivity

Show that for $y,z\ge1$
$$0\le K(y,z)\le\tfrac12 .$$

The integrand is nonnegative. Both denominators are at least $1$, so the integrand is at most $s$, and $\int_0^1 s\,ds=\tfrac12$. The comparison of integrals is `integral_mono_on`.

```lean
/-- For `y, z ≥ 1` the sensitivity lies between 0 and 1/2. -/
theorem sensitivity_bounds {y z : ℝ} (hy : 1 ≤ y) (hz : 1 ≤ z) :
    0 ≤ sensitivity y z ∧ sensitivity y z ≤ 1 / 2 := by
  constructor
  · exact intervalIntegral.integral_nonneg zero_le_one fun s hs =>
      div_nonneg hs.1 (mul_pos (denom_pos hs.1 hy) (denom_pos hs.1 hz)).le
  · have hm : sensitivity y z ≤ ∫ s in (0 : ℝ)..1, s := by
      apply intervalIntegral.integral_mono_on zero_le_one (integrable_kernel hy hz)
        (continuous_id.intervalIntegrable 0 1)
      intro s hs
      -- both denominators are at least 1
      have ha := mul_nonneg hs.1 (sub_nonneg.2 hy)
      have hb := mul_nonneg hs.1 (sub_nonneg.2 hz)
      exact div_le_self hs.1 (by nlinarith [mul_nonneg ha hb])
    rw [integral_id] at hm
    linarith
```

## (g) The error as an identity

Show that for $x\ge0$ and $y\ge1$
$$|x\,g(y)-\log(1+x)|=x\,|y-1-x|\,K(y,1+x) .$$

With the unrounded argument the formula is exact: $x\,g(1+x)=\log(1+x)$. For $x>0$ this is the definition of $g$, and for $x=0$ both sides vanish. Now put $z=1+x$ in (e):
$$x\,g(y)-\log(1+x)=x\,[g(y)-g(1+x)]=-x\,(y-1-x)\,K(y,1+x) .$$
Take absolute values, using $x\ge0$ and $K\ge0$.

The exactness statement is `hlog` in the proof, the signed identity is `he`, and `linear_combination` inserts (e).

```lean
/-- Exact error formula: for `x ≥ 0` and a stored value `y ≥ 1` of `1 + x`, the error of
`x g(y)` is `x` times the rounding error of `1 + x` times the sensitivity. -/
theorem error_eq {x y : ℝ} (hx : 0 ≤ x) (hy : 1 ≤ y) :
    |x * logQuotient y - Real.log (1 + x)| = x * |y - 1 - x| * sensitivity y (1 + x) := by
  have hz : 1 ≤ 1 + x := by linarith
  -- with the exact argument the formula returns the logarithm
  have hlog : Real.log (1 + x) = x * logQuotient (1 + x) := by
    by_cases h : x = 0
    · simp [h]
    · have h1 : 1 + x ≠ 1 := fun h' => h (by linarith)
      rw [logQuotient, if_neg h1, add_sub_cancel_left, mul_div_cancel₀ _ h]
  have he : x * logQuotient y - Real.log (1 + x)
      = -(x * (y - 1 - x) * sensitivity y (1 + x)) := by
    rw [hlog]
    linear_combination (-x) * logQuotient_sub hy hz
  rw [he, abs_neg, abs_mul, abs_mul, abs_of_nonneg hx,
    abs_of_nonneg (sensitivity_bounds hy hz).1]
```

## (h) An absolute error that shrinks with x

Show that for $x\ge0$ and $y\ge1$
$$|x\,g(y)-\log(1+x)|\le\frac{x\,|y-1-x|}{2} .$$

Insert $K\le\tfrac12$ from (f) into (g). The rounding error of the sum, $|y-1-x|$, enters multiplied by a factor of at most $x/2$. In the direct evaluation $\log y$ it enters almost undiminished when $x$ is small, which is the failure seen at the start.

```lean
/-- Accurate `log (1 + x)`: for `x ≥ 0` and any stored value `y ≥ 1` of `1 + x`, the error
of `x g(y)` is at most `x` times half the rounding error of `1 + x`. -/
theorem accurate_log_one_add {x y : ℝ} (hx : 0 ≤ x) (hy : 1 ≤ y) :
    |x * logQuotient y - Real.log (1 + x)| ≤ x * |y - 1 - x| / 2 := by
  rw [error_eq hx hy]
  have h := mul_le_mul_of_nonneg_left
    (sensitivity_bounds hy (by linarith : 1 ≤ 1 + x)).2 (mul_nonneg hx (abs_nonneg (y - 1 - x)))
  linarith
```

## (i) The error compared with the logarithm

Show that for $x\ge0$ and $y\ge1$
$$|x\,g(y)-\log(1+x)|\le\frac{|y-1-x|}{y}\,\log(1+x) .$$

For $0\le s\le1$ we have $1+s(y-1)-sy=1-s\ge0$, hence
$$\frac{s}{1+s(y-1)}\le\frac1y .$$
Multiply by $1/(1+sx)$ and integrate. By (d) this gives $K(y,1+x)\le g(1+x)/y$. Insert it into (g) and use $x\,g(1+x)=\log(1+x)$.

The product form also holds at $x=0$, where both sides are zero; for $x>0$, dividing by the logarithm gives the relative error. In Lean, `hK` is the bound on $K$. The proof recovers $x\,g(1+x)=\log(1+x)$ by setting $y=1+x$ in (g), where the error is zero.

```lean
/-- For `x ≥ 0` and `y ≥ 1`, the error of `x g(y)` is at most `log (1 + x)` times the quotient of
the rounding error `|y - 1 - x|` by `y`. -/
theorem relative_error {x y : ℝ} (hx : 0 ≤ x) (hy : 1 ≤ y) :
    |x * logQuotient y - Real.log (1 + x)| ≤ |y - 1 - x| / y * Real.log (1 + x) := by
  have hz : 1 ≤ 1 + x := by linarith
  have hy0 : 0 < y := by linarith
  have hK : sensitivity y (1 + x) ≤ 1 / y * logQuotient (1 + x) := by
    rw [logQuotient_eq_integral hz, ← intervalIntegral.integral_const_mul]
    apply intervalIntegral.integral_mono_on zero_le_one (integrable_kernel hy hz)
      ((integrable_inv hz).const_mul _)
    intro s hs
    have hB := denom_pos hs.1 hz
    -- s y ≤ 1 + s (y - 1) because s ≤ 1
    rw [div_mul_div_comm, div_le_div_iff₀ (mul_pos (denom_pos hs.1 hy) hB) (mul_pos hy0 hB)]
    nlinarith [mul_nonneg (sub_nonneg.2 hs.2) hB.le]
  have hlog : x * logQuotient (1 + x) = Real.log (1 + x) := by
    have h := error_eq hx hz
    have h0 : 1 + x - 1 - x = 0 := by ring
    rw [h0, abs_zero, mul_zero, zero_mul] at h
    exact sub_eq_zero.1 (abs_eq_zero.1 h)
  rw [error_eq hx hy, ← hlog]
  calc x * |y - 1 - x| * sensitivity y (1 + x)
      ≤ x * |y - 1 - x| * (1 / y * logQuotient (1 + x)) :=
        mul_le_mul_of_nonneg_left hK (mul_nonneg hx (abs_nonneg _))
    _ = |y - 1 - x| / y * (x * logQuotient (1 + x)) := by ring
```

## (j) The bound in terms of the unit roundoff

Let $x\ge0$ and let the stored sum be $y=(1+x)(1+d)\ge1$ with $|d|\le u<1$. Here $d$ is the relative error of the addition and $u$ a bound on it, such as $2^{-53}$ for double precision with rounding to nearest. Show that
$$|x\,g(y)-\log(1+x)|\le\frac{u}{1-u}\,\log(1+x) .$$

Since $y-1-x=(1+x)d$, the prefactor in (i) is
$$\frac{|y-1-x|}{y}=\frac{|d|}{1+d}\le\frac{u}{1-u} ,$$
because $|d|\le u$ and $1+d\ge1-u>0$. The logarithm is nonnegative, so the inequality survives multiplication by it. The factor $u/(1-u)$ does not depend on $x$; for $x>0$ it bounds the relative error. Lean cancels the factor $1+x$ with `mul_div_mul_left` and compares the fractions with `div_le_div₀`.

```lean
/-- If `x ≥ 0` and `1 + x` is stored as `(1 + x)(1 + d) ≥ 1` with `|d| ≤ u < 1`, the error of
`x g(y)` at the stored value `y` is at most `u / (1 - u)` times `log (1 + x)`. -/
theorem relative_error_unit_roundoff {x d u : ℝ} (hx : 0 ≤ x) (hd : |d| ≤ u) (hu : u < 1)
    (hy : 1 ≤ (1 + x) * (1 + d)) :
    |x * logQuotient ((1 + x) * (1 + d)) - Real.log (1 + x)|
      ≤ u / (1 - u) * Real.log (1 + x) := by
  refine (relative_error hx hy).trans
    (mul_le_mul_of_nonneg_right ?_ (Real.log_nonneg (by linarith)))
  have hx1 : 0 < 1 + x := by linarith
  have hd1 : 1 - u ≤ 1 + d := by linarith [(abs_le.1 hd).1]
  have he : (1 + x) * (1 + d) - 1 - x = (1 + x) * d := by ring
  rw [he, abs_mul, abs_of_pos hx1, mul_div_mul_left _ _ hx1.ne']
  exact div_le_div₀ ((abs_nonneg d).trans hd) hd (by linarith) hd1
```

## (k) The best constant

Suppose a real constant $c$ satisfies $|x\,g(y)-\log(1+x)|\le c\,x\,|y-1-x|$ for all $x\ge0$ and $y\ge1$. Show that
$$c\ge\tfrac12 .$$

Take $y=1$, the case in which the addition has lost $x$ completely. For $x>0$, (g) turns the assumption into $x^2K(1,1+x)\le c\,x^2$, so $K(1,1+x)\le c$. On the other hand, $1+sx\le1+x$ gives
$$K(1,1+x)=\int_0^1\frac{s}{1+sx}\,ds\ge\frac{1}{2(1+x)} .$$
Hence $\tfrac12\le c(1+x)$ for every $x>0$, and $x\to0$ gives the claim.

Lean replaces the limit by a single value. If $c<\tfrac12$, it chooses $x=(1-2c)/2>0$, so that $c=\tfrac12-x$ and
$$c(1+x)=\tfrac12-\tfrac x2-x^2<\tfrac12 ,$$
a contradiction. The lower bound on $K$ is `hK`, and the final `nlinarith` closes the contradiction.

The optimality concerns all real pairs $x\ge0$, $y\ge1$; a particular rounding rule admits fewer pairs.

```lean
/-- The factor 1/2 is optimal: a constant `c` that bounds the error by `c x |y - 1 - x|`
for all `x ≥ 0` and `y ≥ 1` is at least 1/2. -/
theorem half_is_optimal {c : ℝ}
    (h : ∀ x y : ℝ, 0 ≤ x → 1 ≤ y →
      |x * logQuotient y - Real.log (1 + x)| ≤ c * (x * |y - 1 - x|)) : 1 / 2 ≤ c := by
  by_contra hc
  rw [not_le] at hc
  -- test the bound at y = 1 and a small x
  obtain ⟨x, hxc⟩ : ∃ x : ℝ, x = (1 - 2 * c) / 2 := ⟨_, rfl⟩
  have hx : 0 < x := by linarith
  have hz : 1 ≤ 1 + x := by linarith
  have hK : 1 / (1 + x) * (1 / 2) ≤ sensitivity 1 (1 + x) := by
    have hi : ∫ s in (0 : ℝ)..1, s = 1 / 2 := by
      rw [integral_id]
      norm_num
    rw [← hi, ← intervalIntegral.integral_const_mul]
    apply intervalIntegral.integral_mono_on zero_le_one
      ((continuous_const.mul continuous_id).intervalIntegrable 0 1)
      (integrable_kernel le_rfl hz)
    intro s hs
    change 1 / (1 + x) * s ≤ s / ((1 + s * (1 - 1)) * (1 + s * (1 + x - 1)))
    rw [div_mul_eq_mul_div, one_mul, div_le_div_iff₀ (by linarith)
      (mul_pos (denom_pos hs.1 le_rfl) (denom_pos hs.1 hz))]
    refine mul_le_mul_of_nonneg_left ?_ hs.1
    nlinarith [mul_nonneg (sub_nonneg.2 hs.2) hx.le]
  have h1 := h x 1 hx.le le_rfl
  have ha : |1 - 1 - x| = x := by
    rw [sub_self, zero_sub, abs_neg, abs_of_pos hx]
  rw [error_eq hx.le le_rfl, ha, mul_comm c] at h1
  have h2 := hK.trans (le_of_mul_le_mul_left h1 (mul_pos hx hx))
  rw [div_mul_eq_mul_div, one_mul, div_le_iff₀ (by linarith)] at h2
  rw [hxc] at h2
  nlinarith [sq_nonneg (1 - 2 * c)]

end

end AccurateLogOnePlus
```

```lean
#print axioms AccurateLogOnePlus.accurate_log_one_add
-- 'AccurateLogOnePlus.accurate_log_one_add' depends on axioms: [propext, Classical.choice, Quot.sound]
#print axioms AccurateLogOnePlus.relative_error_unit_roundoff
-- 'AccurateLogOnePlus.relative_error_unit_roundoff' depends on axioms: [propext, Classical.choice, Quot.sound]
#print axioms AccurateLogOnePlus.half_is_optimal
-- 'AccurateLogOnePlus.half_is_optimal' depends on axioms: [propext, Classical.choice, Quot.sound]
```
